# With a single spin-orbit constant, a term's energy is the degeneracy-weighted mean of its levels, and the ground level of an inverted ²P atom lies one third of the splitting below it

A ²P term has two levels. Write E0 for the energy of the term before spin-orbit coupling and A for its spin-orbit constant. The level J = 1/2 contains two states and lies at E0 − A. The level J = 3/2 contains four states and lies at E0 + A/2. Weighted by the number of states, the shifts cancel:

2·(−A) + 4·(A/2) = 0.

The mean over all six states is therefore E0. In fluorine A is negative, so the four-fold level is the lower one. It lies −A/2 below E0, while the whole splitting is −3A/2, and the ratio is one third.

A nonrelativistic calculation of a dissociation energy gives the atom the energy E0, whereas a real fluorine atom in its ground level has J = 3/2. Within the model of one isolated term with one constant A, the difference between the two references is a fixed fraction of the atomic splitting, and it has to be accounted for when a De calculated in this nonrelativistic way is compared with a benchmark that refers to ground-level atoms.

```lean
import Mathlib

namespace SpinOrbitBarycentre

noncomputable section
```

## The levels of a Russell–Saunders term

A term has orbital angular momentum L, a whole number, and spin S, a multiple of 1/2. To avoid half-integers as indices, the code uses the natural numbers l = 2L and s = 2S, so ²P is l = 2, s = 1. The formulas also hold for odd l, but such values describe no atomic term. The total angular momentum runs from |L − S| upwards in unit steps:

J_k = |L − S| + k, k = 0, 1, …, min(l, s).

The definition `levelJ` gives J_k for any natural k; the upper end of the range is imposed wherever levels are summed or compared.

```lean
/-- The total angular momentum J = |L - S| + k of the level number k, where l = 2L and s = 2S. -/
def levelJ (l s k : ℕ) : ℝ := |(l : ℝ) / 2 - (s : ℝ) / 2| + k
```

Spin-orbit coupling within the term is represented by A L·S. Since J² = L² + S² + 2 L·S for the operators, the shift of a level is

(A/2)(J(J+1) − L(L+1) − S(S+1)).

The constant A, an energy when angular momenta are measured in units of ħ, sets the size and the sign of the coupling between the total spin and the total orbital angular momentum of the term. It is an input here, as is the shift formula: no Hamiltonian is diagonalised in the code, and mixing with other terms is neglected.

```lean
/-- The spin-orbit shift (A/2)(J(J+1) - L(L+1) - S(S+1)). -/
def soShift (A L S J : ℝ) : ℝ :=
  A / 2 * (J * (J + 1) - L * (L + 1) - S * (S + 1))
```

The energy of level k is E0 plus this shift. E0 is any real number, read as the nonrelativistic energy of the term.

```lean
/-- The energy of level number k of a term with nonrelativistic energy E0, l = 2L and s = 2S. -/
def termLevel (E0 A : ℝ) (l s k : ℕ) : ℝ :=
  E0 + soShift A ((l : ℝ) / 2) ((s : ℝ) / 2) (levelJ l s k)
```

The barycentre is the mean of the level energies with weights 2J+1, the number of states in each level:

(Σ_k (2J_k+1) E_k) / (Σ_k (2J_k+1)).

`Finset.range (min l s + 1)` is the set of indices 0, …, min(l, s).

```lean
/-- The mean energy of the levels of a term, each weighted by its degeneracy 2J+1. -/
def barycentre (E0 A : ℝ) (l s : ℕ) : ℝ :=
  (∑ k ∈ Finset.range (min l s + 1), (2 * levelJ l s k + 1) * termLevel E0 A l s k) /
    ∑ k ∈ Finset.range (min l s + 1), (2 * levelJ l s k + 1)
```

The ground level is defined as the minimum of the energies over the same indices, without prescribing which J attains it. That has to be proved, and the answer depends on the sign of A.

```lean
/-- The lowest energy among the levels of a term. -/
def groundLevel (E0 A : ℝ) (l s : ℕ) : ℝ :=
  (Finset.range (min l s + 1)).inf' ⟨0, Finset.mem_range.mpr (Nat.succ_pos _)⟩
    (termLevel E0 A l s)
```

Finally, a molecule with energy Emol separates into n equal atoms and a remainder with energy Erest:

D = n·Eatom + Erest − Emol.

For F₂, n = 2 and Erest = 0. For HF, n = 1 and the remainder is the hydrogen atom. With Emol taken at the minimum of the potential curve, D is De.

```lean
/-- The energy needed to split a molecule into n equal atoms and a remainder. -/
def dissociationEnergy (n : ℕ) (Eatom Erest Emol : ℝ) : ℝ :=
  n * Eatom + Erest - Emol
```

## The multiplet ends at L + S

The last index is min(l, s), which is twice the smaller of L and S. If L ≤ S, then

J = (S − L) + 2L = L + S,

and the other case is the same with L and S exchanged. The proof makes this case distinction and removes the absolute value in each branch.

```lean
/-- The last level of the multiplet has J = L + S. -/
theorem levelJ_top (l s : ℕ) : levelJ l s (min l s) = (l : ℝ) / 2 + (s : ℝ) / 2 := by
  unfold levelJ
  rcases le_total l s with h | h
  · have h' : (l : ℝ) ≤ s := by exact_mod_cast h
    rw [min_eq_left h, abs_of_nonpos (by linarith)]
    ring
  · have h' : (s : ℝ) ≤ l := by exact_mod_cast h
    rw [min_eq_right h, abs_of_nonneg (by linarith)]
    ring
```

## Counting the states

Put a = |L − S|. Each degeneracy is a difference of consecutive squares,

2J_k + 1 = (a+k+1)² − (a+k)²,

so the sum of the first n of them is (a+n)² − a². For the full multiplet n = min(l, s) + 1, hence a + n = L + S + 1, and

(L+S+1)² − (L−S)² = (2L+1)(2S+1).

This is the number of states in the term, written `(l + 1) * (s + 1)` in terms of l and s. In the proof, `key` is the partial sum, shown by induction on n, and `h` identifies the end point with the help of `levelJ_top`.

```lean
/-- The degeneracies 2J+1 of the levels add up to (2L+1)(2S+1). -/
theorem degeneracy_sum (l s : ℕ) :
    ∑ k ∈ Finset.range (min l s + 1), (2 * levelJ l s k + 1) = ((l : ℝ) + 1) * (s + 1) := by
  -- the partial sums telescope
  have key : ∀ n : ℕ, ∑ k ∈ Finset.range n, (2 * levelJ l s k + 1)
      = (|(l : ℝ) / 2 - (s : ℝ) / 2| + n) ^ 2 - |(l : ℝ) / 2 - (s : ℝ) / 2| ^ 2 := by
    intro n
    induction n with
    | zero => simp
    | succ n ih =>
      rw [Finset.sum_range_succ, ih]
      unfold levelJ
      push_cast
      ring
  have h : |(l : ℝ) / 2 - (s : ℝ) / 2| + ((min l s + 1 : ℕ) : ℝ)
      = (l : ℝ) / 2 + (s : ℝ) / 2 + 1 := by
    have ht := levelJ_top l s
    unfold levelJ at ht
    push_cast at ht ⊢
    linarith
  rw [key, h, sq_abs]
  ring
```

## The weighted shifts cancel

Let c = L(L+1) + S(S+1), and define

F(x) = x²((x² − 1)/2 − c).

Expanding gives

F(x+1) − F(x) = (2x+1)(x(x+1) − c).

With x = J_k the right-hand side is the weighted shift without its factor A/2. The sum over the multiplet therefore telescopes to

(A/2)(F(L+S+1) − F(|L−S|)).

Now write u = (L+S+1)² and v = (L−S)². Then

F(L+S+1) − F(|L−S|) = (u − v)((u + v − 1)/2 − c).

Since u + v − 1 = 2L² + 2L + 2S² + 2S = 2c, the second factor vanishes. No condition on A is needed.

The proof has the same two parts: an induction for the partial sums, then the evaluation at the end points. Because F contains only x², `sq_abs` can replace |L−S|² by (L−S)², and `ring` finishes the algebra.

```lean
/-- The spin-orbit shifts of all levels of a term, weighted by 2J+1, sum to zero. -/
theorem weighted_shift_sum_eq_zero (A : ℝ) (l s : ℕ) :
    ∑ k ∈ Finset.range (min l s + 1),
      (2 * levelJ l s k + 1) * soShift A ((l : ℝ) / 2) ((s : ℝ) / 2) (levelJ l s k) = 0 := by
  -- the partial sums telescope to a function of the squares of the end points
  have key : ∀ n : ℕ, ∑ k ∈ Finset.range n,
      (2 * levelJ l s k + 1) * soShift A ((l : ℝ) / 2) ((s : ℝ) / 2) (levelJ l s k)
      = A / 2 * ((|(l : ℝ) / 2 - (s : ℝ) / 2| + n) ^ 2 *
          (((|(l : ℝ) / 2 - (s : ℝ) / 2| + n) ^ 2 - 1) / 2
            - (l : ℝ) / 2 * ((l : ℝ) / 2 + 1) - (s : ℝ) / 2 * ((s : ℝ) / 2 + 1))
        - |(l : ℝ) / 2 - (s : ℝ) / 2| ^ 2 *
          ((|(l : ℝ) / 2 - (s : ℝ) / 2| ^ 2 - 1) / 2
            - (l : ℝ) / 2 * ((l : ℝ) / 2 + 1) - (s : ℝ) / 2 * ((s : ℝ) / 2 + 1))) := by
    intro n
    induction n with
    | zero => simp
    | succ n ih =>
      rw [Finset.sum_range_succ, ih]
      unfold soShift levelJ
      push_cast
      ring
  have h : |(l : ℝ) / 2 - (s : ℝ) / 2| + ((min l s + 1 : ℕ) : ℝ)
      = (l : ℝ) / 2 + (s : ℝ) / 2 + 1 := by
    have ht := levelJ_top l s
    unfold levelJ at ht
    push_cast at ht ⊢
    linarith
  rw [key, h, sq_abs]
  ring
```

## The mean is the term energy

Split each level energy into E0 and its shift. The shifts contribute zero to the weighted sum, so

barycentre = E0·(2L+1)(2S+1) / ((2L+1)(2S+1)) = E0.

The proof first notes that the denominator is nonzero, then clears it and uses the two sums just obtained. The result holds for every l, s, E0 and A.

```lean
/-- The degeneracy-weighted mean of the levels is the nonrelativistic term energy. -/
theorem barycentre_eq (E0 A : ℝ) (l s : ℕ) : barycentre E0 A l s = E0 := by
  have hne : ((l : ℝ) + 1) * (s + 1) ≠ 0 := by positivity
  unfold barycentre termLevel
  rw [degeneracy_sum, div_eq_iff hne]
  simp only [mul_add _ E0, Finset.sum_add_distrib]
  rw [weighted_shift_sum_eq_zero, ← Finset.sum_mul, degeneracy_sum]
  ring
```

## Spacing between neighbouring levels

Subtracting adjacent energies removes E0 and c:

E_(k+1) − E_k = (A/2)((J_k+1)(J_k+2) − J_k(J_k+1)) = A(J_k + 1) = A·J_(k+1).

This is the Landé interval rule: the gap is A times the larger J. It describes the physical multiplet for k < min(l, s), although the algebraic identity holds for every k.

```lean
/-- Landé interval rule: neighbouring levels differ by A times the larger J. -/
theorem lande_interval (E0 A : ℝ) (l s k : ℕ) :
    termLevel E0 A l s (k + 1) - termLevel E0 A l s k = A * levelJ l s (k + 1) := by
  unfold termLevel soShift levelJ
  push_cast
  ring
```

## A negative constant puts the largest J lowest

Let m = min(l, s) and take any k ≤ m. Then

J_m(J_m+1) − J_k(J_k+1) = (m − k)(2a + m + k + 1) ≥ 0.

Multiplication by A/2 < 0 reverses the inequality, so E_m ≤ E_k, and the ground level has J = L + S.

The theorem states this as an equality between the minimum and the energy at index `min l s`. One inequality holds because that index belongs to the range. For the other, `hp` is the nonnegative product above and `hq` is its multiple by −A, from which `nlinarith` obtains the comparison of energies.

```lean
/-- In an inverted term (A < 0) the lowest level is the last one of the multiplet. -/
theorem inverted_groundLevel (E0 : ℝ) {A : ℝ} (hA : A < 0) (l s : ℕ) :
    groundLevel E0 A l s = termLevel E0 A l s (min l s) := by
  unfold groundLevel
  apply le_antisymm
  · exact Finset.inf'_le _ (Finset.mem_range.mpr (Nat.lt_succ_self _))
  · refine Finset.le_inf' _ _ fun k hk => ?_
    have hkm : k ≤ min l s := Nat.lt_succ_iff.mp (Finset.mem_range.mp hk)
    generalize min l s = m at hkm
    have hc : (k : ℝ) ≤ m := by exact_mod_cast hkm
    -- J(J+1) grows along the multiplet
    have hp : 0 ≤ ((m : ℝ) - k) * (2 * |(l : ℝ) / 2 - (s : ℝ) / 2| + m + k + 1) :=
      mul_nonneg (by linarith) (by positivity)
    have hq := mul_nonneg (neg_nonneg.mpr hA.le) hp
    unfold termLevel soShift levelJ
    nlinarith [hq]
```

## How far the ground level lies below the mean

Let M be the larger and N the smaller of L and S. At J = M + N the shift is A·M·N, so for A < 0

E0 − E_ground = −A·M·N.

At the other end, J = M − N, the shift is −A·N(M+1). The distance between the first and the last level is therefore

E_first − E_ground = −A·N(M+1) − A·M·N = −A·N(2M+1).

Comparing the two gives

E0 − E_ground = M/(2M+1) · (E_first − E_ground).

In Lean the fraction appears as `max l s` divided by twice `max l s + 1`, which is the same number because max(l, s) = 2M. The proof inserts the two end values of J and separates the cases l ≤ s and s ≤ l.

The smallest case is N = 0, an S term or a singlet. It has one level, with no shift, and both sides of the equation are zero. This is why the result is stated as a product and not as a ratio of two energies.

```lean
/-- In an inverted term the ground level lies below the term energy by the fraction M/(2M+1)
of the distance between the first and the ground level, where M is the larger of L and S. -/
theorem inverted_lowering (E0 : ℝ) {A : ℝ} (hA : A < 0) (l s : ℕ) :
    E0 - groundLevel E0 A l s = ((max l s : ℕ) : ℝ) / (2 * (((max l s : ℕ) : ℝ) + 1)) *
      (termLevel E0 A l s 0 - groundLevel E0 A l s) := by
  have h0 : levelJ l s 0 = |(l : ℝ) / 2 - (s : ℝ) / 2| := by simp [levelJ]
  rw [inverted_groundLevel E0 hA]
  unfold termLevel soShift
  rw [levelJ_top, h0]
  rcases le_total l s with h | h
  · have h' : (l : ℝ) ≤ s := by exact_mod_cast h
    have hs : (s : ℝ) + 1 ≠ 0 := by positivity
    rw [max_eq_right h, abs_of_nonpos (by linarith)]
    field_simp
    ring
  · have h' : (s : ℝ) ≤ l := by exact_mod_cast h
    have hl : (l : ℝ) + 1 ≠ 0 := by positivity
    rw [max_eq_left h, abs_of_nonneg (by linarith)]
    field_simp
    ring
```

## The two levels of ²P

For L = 1 and S = 1/2, c = 2 + 3/4 = 11/4. The shifts are

J = 1/2: (A/2)(3/4 − 11/4) = −A,

J = 3/2: (A/2)(15/4 − 11/4) = A/2.

These are the values used at the start. In the code they have the indices k = 0 and k = 1, and the statement holds for either sign of A.

```lean
/-- The two levels of a ²P term, J = 1/2 and J = 3/2, lie at E0 - A and E0 + A/2. -/
theorem doubletP_levels (E0 A : ℝ) :
    termLevel E0 A 2 1 0 = E0 - A ∧ termLevel E0 A 2 1 1 = E0 + A / 2 := by
  have ha : |((2 : ℕ) : ℝ) / 2 - ((1 : ℕ) : ℝ) / 2| = 1 / 2 := by
    rw [abs_of_nonneg] <;> norm_num
  constructor <;>
  · unfold termLevel soShift levelJ
    rw [ha]
    push_cast
    ring
```

## What fluorine does to the dissociation energy

For ²P, M = 1 and the fraction is 1/3. Write Δ = E(J=1/2) − E(J=3/2) = −3A/2 for the splitting, which is positive when A < 0. Replacing the barycentre by the ground level lowers the energy of each released atom by Δ/3, so

D(ground) = D(barycentre) − n·Δ/3.

The reduction is Δ/3 for HF and 2Δ/3 for F₂. Fluorine enters the theorem only through l = 2, s = 1 and the hypothesis A < 0; no numerical splitting is assumed.

Emol and Erest are the same on both sides. The statement thus isolates the atomic contribution: any spin-orbit energy of the molecule or of the remainder would have to be included in those two numbers separately. The proof specialises the general lowering to ²P, replaces the barycentre by E0, and multiplies the atomic identity by n.

```lean
/-- When a molecule releases n atoms with an inverted ²P term, such as fluorine, taking the atoms
in their ground level instead of at the barycentre lowers the dissociation energy by one third
of the spin-orbit splitting per atom. -/
theorem fluorine_dissociation (E0 Erest Emol : ℝ) {A : ℝ} (hA : A < 0) (n : ℕ) :
    dissociationEnergy n (groundLevel E0 A 2 1) Erest Emol =
      dissociationEnergy n (barycentre E0 A 2 1) Erest Emol
        - n * ((termLevel E0 A 2 1 0 - termLevel E0 A 2 1 1) / 3) := by
  have hg : groundLevel E0 A 2 1 = termLevel E0 A 2 1 1 := inverted_groundLevel E0 hA 2 1
  have h := inverted_lowering E0 hA 2 1
  have hc : ((max 2 1 : ℕ) : ℝ) / (2 * (((max 2 1 : ℕ) : ℝ) + 1)) = 1 / 3 := by norm_num
  rw [hc, hg] at h
  rw [barycentre_eq, hg]
  unfold dissociationEnergy
  linear_combination (-(n : ℝ)) * h
```

## The sign of A matters

If A > 0, the order of the two levels is reversed. The ground level is J = 1/2 at E0 − A, the splitting is 3A/2, and

E0 − E_ground = A = (2/3)·(3A/2).

A regular ²P atom such as boron is therefore lowered by two thirds of its splitting, not one third. In both cases the mean lies closer to the four-fold level, which is the lower one in fluorine and the upper one in boron. The proof checks the two indices in turn to find the minimum and then inserts the level energies.

```lean
/-- In a regular ²P term (A > 0) the ground level lies two thirds of the splitting below the
term energy. -/
theorem regular_doubletP_lowering (E0 : ℝ) {A : ℝ} (hA : 0 < A) :
    E0 - groundLevel E0 A 2 1 = 2 / 3 * (termLevel E0 A 2 1 1 - termLevel E0 A 2 1 0) := by
  obtain ⟨e0, e1⟩ := doubletP_levels E0 A
  have hg : groundLevel E0 A 2 1 = termLevel E0 A 2 1 0 := by
    unfold groundLevel
    apply le_antisymm
    · exact Finset.inf'_le _ (Finset.mem_range.mpr (Nat.succ_pos _))
    · refine Finset.le_inf' _ _ fun k hk => ?_
      have hk2 : k < 2 := Finset.mem_range.mp hk
      interval_cases k
      · exact le_rfl
      · rw [e0, e1]
        linarith
  rw [hg, e0, e1]
  ring

end

end SpinOrbitBarycentre
```

```lean
#print axioms SpinOrbitBarycentre.lande_interval
#print axioms SpinOrbitBarycentre.fluorine_dissociation
#print axioms SpinOrbitBarycentre.regular_doubletP_lowering
```

```
'SpinOrbitBarycentre.lande_interval' depends on axioms: [propext, Classical.choice, Quot.sound]
'SpinOrbitBarycentre.fluorine_dissociation' depends on axioms: [propext, Classical.choice, Quot.sound]
'SpinOrbitBarycentre.regular_doubletP_lowering' depends on axioms: [propext, Classical.choice, Quot.sound]
```
